# A block-diagonal preconditioner with the exact Schur complement leaves a saddle-point matrix at most three distinct eigenvalues

To solve $Kx=f$ for $K=\begin{pmatrix}A&C\\B&0\end{pmatrix}$ with the preconditioner $P=\mathrm{blockdiag}(A,\,BA^{-1}C)$, one can compute $g=P^{-1}f$, apply $T=P^{-1}K$ twice, and take $x=2Tg-T^2g$. This is exact whenever both blocks of $P$ are invertible, because $T$ then satisfies a cubic equation that also limits it to at most three distinct eigenvalues.

```lean
import Mathlib

open Matrix

namespace SaddlePointPreconditioning

noncomputable section

variable {F : Type*} [Field F] {n m : Type*} [Fintype n] [DecidableEq n]
  [Fintype m] [DecidableEq m]

/-- The Schur complement `S = B A⁻¹ C` (up to sign) of the saddle-point matrix. -/
def schur (A : Matrix n n F) (B : Matrix m n F) (C : Matrix n m F) : Matrix m m F :=
  B * A⁻¹ * C

/-- The saddle-point matrix `K = [[A, C], [B, 0]]`. -/
def saddle (A : Matrix n n F) (B : Matrix m n F) (C : Matrix n m F) :
    Matrix (n ⊕ m) (n ⊕ m) F :=
  fromBlocks A C B 0

/-- The ideal block-diagonal preconditioner `P = blockdiag(A, S)`. -/
def precond (A : Matrix n n F) (B : Matrix m n F) (C : Matrix n m F) :
    Matrix (n ⊕ m) (n ⊕ m) F :=
  fromBlocks A 0 0 (schur A B C)

/-- The preconditioned matrix `T = P⁻¹ K`. -/
def preconditioned (A : Matrix n n F) (B : Matrix m n F) (C : Matrix n m F) :
    Matrix (n ⊕ m) (n ⊕ m) F :=
  (precond A B C)⁻¹ * saddle A B C

/-- The scalar `μ` is an eigenvalue of `M`: some nonzero vector is scaled by `μ`. -/
def IsEigenvalue {k : Type*} [Fintype k] (M : Matrix k k F) (μ : F) : Prop :=
  ∃ v : k → F, v ≠ 0 ∧ M *ᵥ v = μ • v

variable {A : Matrix n n F} {B : Matrix m n F} {C : Matrix n m F}

/-- In block form, `T = [[1, A⁻¹C], [S⁻¹B, 0]]`. -/
theorem preconditioned_eq_blocks (hA : IsUnit A.det) (hS : IsUnit (schur A B C).det) :
    preconditioned A B C = fromBlocks 1 (A⁻¹ * C) ((schur A B C)⁻¹ * B) 0 := by
  have hP : (precond A B C)⁻¹ = fromBlocks A⁻¹ 0 0 (schur A B C)⁻¹ := by
    apply Matrix.inv_eq_right_inv
    rw [precond, fromBlocks_multiply, mul_nonsing_inv _ hA, mul_nonsing_inv _ hS]
    simp
  rw [preconditioned, hP, saddle, fromBlocks_multiply, nonsing_inv_mul _ hA]
  simp

/-- The off-diagonal blocks of `T` multiply to the identity on the constraint space. -/
theorem offdiagonal_mul (hS : IsUnit (schur A B C).det) :
    ((schur A B C)⁻¹ * B) * (A⁻¹ * C) = 1 := by
  rw [Matrix.mul_assoc, ← Matrix.mul_assoc B]
  exact nonsing_inv_mul _ hS

/-- A block matrix `T = [[1, X], [Y, 0]]` with `Y X = 1` satisfies
`(T - 1)(T² - T - 1) = 0`. -/
theorem block_cubic (X : Matrix n m F) (Y : Matrix m n F) (h : Y * X = 1) :
    (fromBlocks 1 X Y 0 - 1) * (fromBlocks 1 X Y 0 ^ 2 - fromBlocks 1 X Y 0 - 1) = 0 := by
  -- the quadratic factor vanishes outside its upper left block
  have h1 : fromBlocks 1 X Y 0 * fromBlocks 1 X Y 0
      = fromBlocks 1 X Y 0 + 1 + fromBlocks (X * Y - 1) 0 0 0 := by
    rw [← fromBlocks_one, fromBlocks_multiply, fromBlocks_add, fromBlocks_add]
    exact fromBlocks_inj.mpr
      ⟨by rw [Matrix.one_mul]; abel, by simp, by simp, by simp [h]⟩
  -- and `T` leaves that block matrix unchanged
  have h2 : fromBlocks 1 X Y 0 * fromBlocks (X * Y - 1) 0 0 (0 : Matrix m m F)
      = fromBlocks (X * Y - 1) 0 0 0 := by
    rw [fromBlocks_multiply]
    exact fromBlocks_inj.mpr
      ⟨by simp, by simp, by rw [Matrix.mul_sub, ← Matrix.mul_assoc, h]; simp, by simp⟩
  have h3 : fromBlocks 1 X Y 0 ^ 2 - fromBlocks 1 X Y 0 - 1
      = fromBlocks (X * Y - 1) 0 0 0 := by
    rw [pow_two, h1]; abel
  rw [h3, Matrix.sub_mul, h2, Matrix.one_mul, sub_self]

/-- The ideally preconditioned saddle-point matrix satisfies `(T - 1)(T² - T - 1) = 0`. -/
theorem preconditioned_cubic (hA : IsUnit A.det) (hS : IsUnit (schur A B C).det) :
    (preconditioned A B C - 1) *
      (preconditioned A B C ^ 2 - preconditioned A B C - 1) = 0 := by
  rw [preconditioned_eq_blocks hA hS]
  exact block_cubic _ _ (offdiagonal_mul hS)

/-- Every eigenvalue `μ` of `T` is `1` or satisfies `μ² = μ + 1`. -/
theorem eigenvalue_cases (hA : IsUnit A.det) (hS : IsUnit (schur A B C).det) {μ : F}
    (hμ : IsEigenvalue (preconditioned A B C) μ) : μ = 1 ∨ μ ^ 2 = μ + 1 := by
  obtain ⟨v, hv, h⟩ := hμ
  have hc := preconditioned_cubic hA hS
  generalize preconditioned A B C = T at h hc
  have h2 : (T ^ 2 - T - 1) *ᵥ v = (μ ^ 2 - μ - 1) • v := by
    rw [Matrix.sub_mulVec, Matrix.sub_mulVec, Matrix.one_mulVec, pow_two,
      ← Matrix.mulVec_mulVec, h, Matrix.mulVec_smul, h]
    module
  have h3 : (T - 1) *ᵥ ((T ^ 2 - T - 1) *ᵥ v) = ((μ ^ 2 - μ - 1) * (μ - 1)) • v := by
    rw [h2, Matrix.mulVec_smul, Matrix.sub_mulVec, Matrix.one_mulVec, h]
    module
  rw [Matrix.mulVec_mulVec, hc, Matrix.zero_mulVec] at h3
  rcases mul_eq_zero.mp ((smul_eq_zero.mp h3.symm).resolve_right hv) with h5 | h5
  · right; linear_combination h5
  · left; linear_combination h5

/-- Any finite collection of distinct eigenvalues of `T` has at most three members. -/
theorem at_most_three_eigenvalues (hA : IsUnit A.det) (hS : IsUnit (schur A B C).det)
    (s : Finset F) (hs : ∀ μ ∈ s, IsEigenvalue (preconditioned A B C) μ) :
    s.card ≤ 3 := by
  classical
  by_cases h : ∃ r : F, r ^ 2 = r + 1
  · obtain ⟨r, hr⟩ := h
    -- the two roots of the quadratic are `r` and `1 - r`
    have hsub : s ⊆ {1, r, 1 - r} := by
      intro μ hμ
      simp only [Finset.mem_insert, Finset.mem_singleton]
      rcases eigenvalue_cases hA hS (hs μ hμ) with h1 | h1
      · exact Or.inl h1
      · have h2 : (μ - r) * (μ - (1 - r)) = 0 := by linear_combination h1 - hr
        rcases mul_eq_zero.mp h2 with h3 | h3
        · exact Or.inr (Or.inl (sub_eq_zero.mp h3))
        · exact Or.inr (Or.inr (sub_eq_zero.mp h3))
    exact (Finset.card_le_card hsub).trans Finset.card_le_three
  · have hsub : s ⊆ {1} := by
      intro μ hμ
      rcases eigenvalue_cases hA hS (hs μ hμ) with h1 | h1
      · exact Finset.mem_singleton.mpr h1
      · exact absurd ⟨μ, h1⟩ h
    exact (Finset.card_le_card hsub).trans (by simp)

/-- With `g = P⁻¹ f`, the Krylov combination `x = 2 T g - T² g` solves `K x = f`. -/
theorem krylov_solution (hA : IsUnit A.det) (hS : IsUnit (schur A B C).det)
    (f : n ⊕ m → F) :
    let T := preconditioned A B C
    let g := (precond A B C)⁻¹ *ᵥ f
    saddle A B C *ᵥ ((2 : F) • (T *ᵥ g) - T *ᵥ (T *ᵥ g)) = f := by
  intro T g
  have hP : IsUnit (precond A B C).det := by
    rw [precond, det_fromBlocks_zero₂₁]
    exact hA.mul hS
  have hK : saddle A B C = precond A B C * T := by
    change _ = precond A B C * ((precond A B C)⁻¹ * saddle A B C)
    rw [← Matrix.mul_assoc, mul_nonsing_inv _ hP, Matrix.one_mul]
  -- the cubic identity provides the inverse of `T` as a polynomial in `T`
  have hinv : T * (T + T - T ^ 2) = 1 := by
    have hc : (T - 1) * (T ^ 2 - T - 1) = 0 := preconditioned_cubic hA hS
    have h1 : T * (T + T - T ^ 2) = 1 - (T - 1) * (T ^ 2 - T - 1) := by noncomm_ring
    rw [h1, hc, sub_zero]
  have hx : ∀ w : n ⊕ m → F,
      (2 : F) • (T *ᵥ w) - T *ᵥ (T *ᵥ w) = (T + T - T ^ 2) *ᵥ w := by
    intro w
    rw [two_smul, Matrix.sub_mulVec, Matrix.add_mulVec, pow_two, Matrix.mulVec_mulVec]
  have hg : precond A B C *ᵥ g = f := by
    change precond A B C *ᵥ ((precond A B C)⁻¹ *ᵥ f) = f
    rw [Matrix.mulVec_mulVec, mul_nonsing_inv _ hP, Matrix.one_mulVec]
  rw [hx g, hK, Matrix.mulVec_mulVec, Matrix.mul_assoc, hinv, Matrix.mul_one, hg]

/-- With at least one constraint, every root of `μ² = μ + 1` is an eigenvalue of `T`. -/
theorem golden_isEigenvalue [Nonempty m] (hA : IsUnit A.det)
    (hS : IsUnit (schur A B C).det) {μ : F} (hμ : μ ^ 2 = μ + 1) :
    IsEigenvalue (preconditioned A B C) μ := by
  let w : m → F := fun _ => 1
  -- the eigenvector is `(μ A⁻¹C w, w)`
  refine ⟨Sum.elim (μ • ((A⁻¹ * C) *ᵥ w)) w, ?_, ?_⟩
  · intro h
    obtain ⟨i⟩ := ‹Nonempty m›
    exact one_ne_zero (α := F) (congrFun h (Sum.inr i))
  · have hl : (1 : Matrix n n F) *ᵥ (μ • ((A⁻¹ * C) *ᵥ w)) + (A⁻¹ * C) *ᵥ w
        = μ • (μ • ((A⁻¹ * C) *ᵥ w)) := by
      rw [Matrix.one_mulVec, smul_smul, ← pow_two, hμ, add_smul, one_smul]
    have hr : ((schur A B C)⁻¹ * B) *ᵥ (μ • ((A⁻¹ * C) *ᵥ w))
        + (0 : Matrix m m F) *ᵥ w = μ • w := by
      rw [Matrix.mulVec_smul, Matrix.mulVec_mulVec, offdiagonal_mul hS,
        Matrix.one_mulVec, Matrix.zero_mulVec, add_zero]
    rw [preconditioned_eq_blocks hA hS, fromBlocks_mulVec, Sum.elim_comp_inl,
      Sum.elim_comp_inr, hl, hr]
    ext (i | i) <;> rfl

/-- If a nonzero vector `u` satisfies `B u = 0`, then `1` is an eigenvalue of `T`. -/
theorem one_isEigenvalue (hA : IsUnit A.det) (hS : IsUnit (schur A B C).det)
    {u : n → F} (hu : u ≠ 0) (hB : B *ᵥ u = 0) :
    IsEigenvalue (preconditioned A B C) 1 := by
  refine ⟨Sum.elim u 0, fun h => hu (funext fun i => congrFun h (Sum.inl i)), ?_⟩
  have h : ((schur A B C)⁻¹ * B) *ᵥ u = 0 := by
    rw [← Matrix.mulVec_mulVec, hB, Matrix.mulVec_zero]
  rw [preconditioned_eq_blocks hA hS, fromBlocks_mulVec, Sum.elim_comp_inl,
    Sum.elim_comp_inr, h]
  simp

/-- For real `K = [[A, Bᵀ], [B, 0]]` with at least one constraint and a nonzero vector in the
kernel of `B`, the eigenvalues of `T` are exactly `1` and `(1 ± √5)/2`. -/
theorem real_eigenvalues [Nonempty m] {A : Matrix n n ℝ} {B : Matrix m n ℝ}
    (hA : IsUnit A.det) (hS : IsUnit (schur A B Bᵀ).det)
    {u : n → ℝ} (hu : u ≠ 0) (hB : B *ᵥ u = 0) :
    {μ : ℝ | IsEigenvalue (preconditioned A B Bᵀ) μ}
      = {1, (1 + Real.sqrt 5) / 2, (1 - Real.sqrt 5) / 2} := by
  have h5 : Real.sqrt 5 ^ 2 = 5 := Real.sq_sqrt (by norm_num)
  ext μ
  simp only [Set.mem_ofPred_eq, Set.mem_insert_iff, Set.mem_singleton_iff]
  constructor
  · intro h
    rcases eigenvalue_cases hA hS h with h1 | h1
    · exact Or.inl h1
    · have h2 : (μ - (1 + Real.sqrt 5) / 2) * (μ - (1 - Real.sqrt 5) / 2) = 0 := by
        linear_combination h1 - h5 / 4
      rcases mul_eq_zero.mp h2 with h3 | h3
      · exact Or.inr (Or.inl (sub_eq_zero.mp h3))
      · exact Or.inr (Or.inr (sub_eq_zero.mp h3))
  · rintro (h | h | h)
    · rw [h]; exact one_isEigenvalue hA hS hu hB
    · rw [h]; exact golden_isEigenvalue hA hS (by linear_combination h5 / 4)
    · rw [h]; exact golden_isEigenvalue hA hS (by linear_combination h5 / 4)

end

end SaddlePointPreconditioning
```

```lean
#print axioms SaddlePointPreconditioning.at_most_three_eigenvalues
#print axioms SaddlePointPreconditioning.krylov_solution
#print axioms SaddlePointPreconditioning.real_eigenvalues
```

```
'SaddlePointPreconditioning.at_most_three_eigenvalues' depends on axioms: [propext, Classical.choice, Quot.sound]
'SaddlePointPreconditioning.krylov_solution' depends on axioms: [propext, Classical.choice, Quot.sound]
'SaddlePointPreconditioning.real_eigenvalues' depends on axioms: [propext, Classical.choice, Quot.sound]
```

## Constrained systems and their matrices

Saddle-point matrices appear when linear constraints are imposed through Lagrange multipliers. In molecular dynamics with holonomic constraints, for example, $A$ is the mass matrix, $B$ the constraint Jacobian and $C=B^T$; the unknowns are the accelerations and the multipliers.

In Lean, `n` indexes the primal unknowns and `m` the constraints, so `saddle A B C` acts on vectors indexed by `n ⊕ m`. Both index sets are finite, and the entries lie in an arbitrary field `F`. The matrix `C` is independent of `B`, which includes the transpose and, over the complex numbers, the conjugate transpose. Neither symmetry nor positivity is required.

The definition `schur` fixes the sign $S=BA^{-1}C$; block elimination in $K$ itself produces $-S$. The hypotheses `IsUnit A.det` and `IsUnit (schur A B C).det` say that $A$ and $S$ are invertible. For a positive definite mass matrix and $C=B^T$, the second condition means that the rows of $B$, the constraint gradients, are linearly independent.

`IsEigenvalue` asks for a nonzero vector with entries in `F`, so only eigenvalues in that field count. The bound concerns distinct values, not multiplicities. It also assumes exact solves with $A$ and $S$; practical preconditioners usually approximate them, and the theorems give no estimate for that case.

## The cubic equation

Put $X=A^{-1}C$ and $Y=S^{-1}B$. Inverting $P$ block by block gives

$$T=\begin{pmatrix}1&X\\Y&0\end{pmatrix},\qquad YX=S^{-1}BA^{-1}C=1.$$

These are `preconditioned_eq_blocks` and `offdiagonal_mul`. Squaring $T$ and using $YX=1$ in the lower right block,

$$T^2=\begin{pmatrix}1+XY&X\\Y&1\end{pmatrix},\qquad
T^2-T-1=\begin{pmatrix}XY-1&0\\0&0\end{pmatrix}=:D.$$

In the product $TD$ the upper left block is $XY-1$, and the lower left block is $Y(XY-1)=(YX)Y-Y=0$. Hence $TD=D$, and

$$(T-1)(T^2-T-1)=(T-1)D=0.$$

In `block_cubic`, `h1` computes the square, `h2` is $TD=D$, and `h3` identifies the quadratic factor with $D$. `preconditioned_cubic` applies this to the actual $T$.

## From the cubic to the eigenvalues

If $Tv=\mu v$ with $v\neq0$, applying the cubic to $v$ gives $(\mu-1)(\mu^2-\mu-1)v=0$. Thus $\mu=1$ or $\mu^2=\mu+1$, which is `eigenvalue_cases`. If the quadratic has a root $r$ in the field, its roots are $r$ and $1-r$; otherwise only $\mu=1$ remains. `at_most_three_eigenvalues` makes this case distinction and bounds the size of every finite set of eigenvalues by three.

Conversely, suppose $\mu^2=\mu+1$ and there is at least one constraint. For any nonzero $w$ in the constraint space,

$$T\begin{pmatrix}\mu Xw\\w\end{pmatrix}
=\begin{pmatrix}(\mu+1)Xw\\\mu YXw\end{pmatrix}
=\mu\begin{pmatrix}\mu Xw\\w\end{pmatrix}.$$

`golden_isEigenvalue` takes $w$ to be the vector of ones. If $Bu=0$ with $u\neq0$, then $(u,0)$ is an eigenvector with eigenvalue $1$, as `one_isEigenvalue` shows. Such a $u$ is a nonzero primal direction that satisfies the homogeneous constraints.

For real matrices with $C=B^T$, invertible $A$ and $S$, at least one constraint and such a $u$, `real_eigenvalues` combines both directions: the real eigenvalues are exactly $1$ and $(1\pm\sqrt5)/2$. These are three different numbers, so the bound is attained.

## The explicit solution

Expanding the cubic gives $T^3-2T^2+1=0$, or $T(2T-T^2)=1$. With $K=PT$ and $Pg=f$,

$$K(2Tg-T^2g)=P\,T(2T-T^2)g=Pg=f.$$

In `krylov_solution`, `hK` supplies the factorisation, `hinv` the polynomial inverse and `hg` the last equality. The solution lies in the span of $g$, $Tg$ and $T^2g$, so over the real numbers a Krylov method that minimises the preconditioned residual from a zero initial guess needs at most three steps in exact arithmetic.
